# Cholesky QR with a shift $s>0$ takes squared stretches in $[a,b]$, $a\ge 0$, into $[a/(a+s),\,b/(b+s)]$

Take a $1\times1$ matrix, a complex number $x$ with $|x|^2=c\ge0$, and a shift $s>0$. Choose $r=\sqrt{c+s}$, so that $|r|^2=|x|^2+s$. Then $q=x/r$ satisfies
$$|q|^2=\frac{c}{c+s}.$$
The division is safe even when $x=0$, but $q$ falls short of unit modulus.

For a complex $m\times n$ matrix $X$, let $R$ be square with $R^\dagger R=X^\dagger X+s\,1$, and put $Q=XR^{-1}$. The squared stretch of a matrix $A$ along $v\neq0$ is $\|Av\|^2/\|v\|^2$. If that of $X$ lies between $a\ge0$ and $b$, that of $Q$ lies between the same fractions as above, with $a$ and $b$ in place of $c$.

In electronic structure, the columns of $X$ can be nearly dependent trial vectors in a block eigensolver, written in an orthonormal basis so that their overlap matrix is $X^\dagger X$; the result bounds their conditioning after one shifted pass in exact arithmetic. It covers neither rounding errors nor a pass without a shift, and the columns of $Q$ are never orthonormal, since each is shorter than unit length.

```lean
import Mathlib

open Matrix

namespace ShiftedCholeskyQR

noncomputable section

variable {m n : Type*} [Fintype m] [Fintype n] [DecidableEq n]
```

The types `m` and `n` are finite index sets, and vectors are complex functions on them. Since Mathlib's default norm on such functions is the maximum norm, the Euclidean squared length is defined directly.

```lean
/-- The squared Euclidean length of a complex vector. -/
def sqNorm {k : Type*} [Fintype k] (v : k → ℂ) : ℝ := ∑ i, ‖v i‖ ^ 2

/-- The squared factor by which `A` stretches a vector `v`, for nonzero `v`. -/
def stretch (A : Matrix m n ℂ) (v : n → ℂ) : ℝ := sqNorm (A *ᵥ v) / sqNorm v
```

## $R$ factors the shifted overlap matrix

The hypothesis `IsShiftedCholesky X s R` says that $R$ carries the metric of the trial vectors plus a uniform term $s$. Triangularity is not required, and the existence of $R$ is assumed.

```lean
/-- `R` is a square factor of the Gram matrix of `X` shifted by `s`. -/
def IsShiftedCholesky (X : Matrix m n ℂ) (s : ℝ) (R : Matrix n n ℂ) : Prop :=
  Rᴴ * R = Xᴴ * X + (s : ℂ) • (1 : Matrix n n ℂ)

/-- The computed factor `Q = X R⁻¹`, for invertible `R`. -/
def qFactor (X : Matrix m n ℂ) (R : Matrix n n ℂ) : Matrix m n ℂ := X * R⁻¹
```

By hand, the factorization is used once, for any $w$:
$$\|Rw\|^2=w^\dagger R^\dagger R\,w=w^\dagger X^\dagger X\,w+s\,w^\dagger w=\|Xw\|^2+s\|w\|^2.$$

In Lean, `sqNorm_eq` turns squared lengths into inner products, with the conjugation written as `star`. The lemma `sqNorm_factor` then follows the line above over the complex numbers and casts the result back to the reals.

```lean
/-- The squared length is the inner product of a vector with itself. -/
theorem sqNorm_eq {k : Type*} [Fintype k] (v : k → ℂ) :
    (sqNorm v : ℂ) = star v ⬝ᵥ v := by
  simp only [sqNorm, dotProduct, Pi.star_apply, Complex.ofReal_sum, Complex.ofReal_pow]
  exact Finset.sum_congr rfl fun i _ => (Complex.conj_mul' (v i)).symm

/-- A nonzero vector has positive squared length. -/
theorem sqNorm_pos {k : Type*} [Fintype k] {v : k → ℂ} (hv : v ≠ 0) : 0 < sqNorm v := by
  obtain ⟨i, hi⟩ := Function.ne_iff.mp hv
  have hi' : 0 < ‖v i‖ := norm_pos_iff.mpr hi
  exact Finset.sum_pos' (fun _ _ => sq_nonneg _) ⟨i, Finset.mem_univ i, pow_pos hi' 2⟩

/-- The squared length of `R w` is that of `X w` plus `s` times that of `w`. -/
theorem sqNorm_factor {X : Matrix m n ℂ} {s : ℝ} {R : Matrix n n ℂ}
    (h : IsShiftedCholesky X s R) (w : n → ℂ) :
    sqNorm (R *ᵥ w) = sqNorm (X *ᵥ w) + s * sqNorm w := by
  have hR : (sqNorm (R *ᵥ w) : ℂ) = star w ⬝ᵥ ((Rᴴ * R) *ᵥ w) := by
    rw [sqNorm_eq, Matrix.star_mulVec, ← Matrix.dotProduct_mulVec, Matrix.mulVec_mulVec]
  have hX : (sqNorm (X *ᵥ w) : ℂ) = star w ⬝ᵥ ((Xᴴ * X) *ᵥ w) := by
    rw [sqNorm_eq, Matrix.star_mulVec, ← Matrix.dotProduct_mulVec, Matrix.mulVec_mulVec]
  have key : (sqNorm (R *ᵥ w) : ℂ) = sqNorm (X *ᵥ w) + s * sqNorm w := by
    rw [hR, hX, sqNorm_eq w, show Rᴴ * R = Xᴴ * X + (s : ℂ) • (1 : Matrix n n ℂ) from h,
      Matrix.add_mulVec, Matrix.smul_mulVec, Matrix.one_mulVec, dotProduct_add,
      dotProduct_smul, smul_eq_mul]
  exact_mod_cast key
```

Without the factorization, $R$ has no relation to $X$: $R=1$ would give $Q=X$, whose stretch may be arbitrarily large.

## The shift is positive

The shift raises every eigenvalue of the overlap matrix by $s$, including those that vanish through linear dependence. If $Rw=0$ with $w\ne0$, the identity reads $0=\|Xw\|^2+s\|w\|^2>0$, a contradiction. So $R$ is invertible, whatever the rank of $X$.

```lean
/-- With a positive shift the factor `R` is invertible, whatever the rank of `X`. -/
theorem isUnit_det_factor {X : Matrix m n ℂ} {s : ℝ} {R : Matrix n n ℂ}
    (h : IsShiftedCholesky X s R) (hs : 0 < s) : IsUnit R.det := by
  refine isUnit_iff_ne_zero.mpr fun h0 => ?_
  -- a kernel vector of R would have zero length
  obtain ⟨w, hw, hRw⟩ := Matrix.exists_mulVec_eq_zero_iff.mpr h0
  have e := sqNorm_factor h w
  have hz : sqNorm (R *ᵥ w) = 0 := by rw [hRw]; simp [sqNorm]
  have hx : 0 ≤ sqNorm (X *ᵥ w) := Finset.sum_nonneg fun _ _ => sq_nonneg _
  have hp := mul_pos hs (sqNorm_pos hw)
  linarith
```

The proof turns on `Matrix.exists_mulVec_eq_zero_iff`, which equates a vanishing determinant with the existence of a nonzero kernel vector. Lengths can rule out such a vector, although they say nothing directly about a determinant. The conclusion `IsUnit R.det` is also what Mathlib needs to cancel `R * R⁻¹`, because its matrix inverse is defined, as zero, even for singular matrices.

Setting $w=R^{-1}v$ now gives the length that $Q$ loses:
$$\|Qv\|^2+s\|R^{-1}v\|^2=\|v\|^2.$$

```lean
/-- The squared length lost under `Q` is `s` times the squared length of `R⁻¹ v`. -/
theorem sqNorm_defect {X : Matrix m n ℂ} {s : ℝ} {R : Matrix n n ℂ}
    (h : IsShiftedCholesky X s R) (hs : 0 < s) (v : n → ℂ) :
    sqNorm (qFactor X R *ᵥ v) + s * sqNorm (R⁻¹ *ᵥ v) = sqNorm v := by
  have e := sqNorm_factor h (R⁻¹ *ᵥ v)
  simp only [Matrix.mulVec_mulVec, Matrix.mul_nonsing_inv R (isUnit_det_factor h hs),
    Matrix.one_mulVec] at e
  exact e.symm
```

With $s=0$ and dependent columns, $R$ is singular and $Q$ is undefined. With $s=0$ and independent columns, $Q$ preserves lengths, as in ordinary Cholesky QR.

## $X$ has squared stretch at least $a$

The number $a$ is a lower bound on the eigenvalues of the overlap matrix; when positive, it rules out linear dependence of the trial vectors. Applied to $w=R^{-1}v$, the bound says $a\|R^{-1}v\|^2\le\|Qv\|^2$. Multiplying by $s$ and inserting the loss identity,
$$a\bigl(\|v\|^2-\|Qv\|^2\bigr)\le s\|Qv\|^2,\qquad\text{so}\qquad a\|v\|^2\le(a+s)\|Qv\|^2.$$

```lean
/-- A lower bound `a` on the squared stretch of `X` bounds the length of `Q v` from below. -/
theorem sqNorm_qFactor_lower {X : Matrix m n ℂ} {s a : ℝ} {R : Matrix n n ℂ}
    (h : IsShiftedCholesky X s R) (hs : 0 < s)
    (hX : ∀ w, a * sqNorm w ≤ sqNorm (X *ᵥ w)) (v : n → ℂ) :
    a * sqNorm v ≤ (a + s) * sqNorm (qFactor X R *ᵥ v) := by
  have hx : a * sqNorm (R⁻¹ *ᵥ v) ≤ sqNorm (qFactor X R *ᵥ v) := by
    have := hX (R⁻¹ *ᵥ v)
    rwa [Matrix.mulVec_mulVec] at this
  rw [← sqNorm_defect h hs v]
  nlinarith [mul_le_mul_of_nonneg_left hx hs.le]
```

Here `nlinarith` does the rearrangement. To divide by $a+s$, the next theorem also assumes $a\ge0$. Without that sign the claim can fail: $a=-2s$ is a valid lower bound for $X$, but $a/(a+s)=2$, while $Q$ never lengthens a vector.

## $X$ has squared stretch at most $b$

The number $b$ limits the largest eigenvalue of the overlap matrix. The same substitution gives $\|Qv\|^2\le b\|R^{-1}v\|^2$, hence
$$s\|Qv\|^2\le b\bigl(\|v\|^2-\|Qv\|^2\bigr),\qquad (b+s)\|Qv\|^2\le b\|v\|^2.$$
The sign of $b$ need not be assumed, since $0\le\|Xv\|^2\le b\|v\|^2$ with $v\neq0$ forces $b\ge0$. The condition $v\ne0$ also permits division by $\|v\|^2$.

```lean
/-- Shifted Cholesky QR with `s > 0`: if the squared stretch of `X` lies between `a ≥ 0` and `b`,
that of `Q = X R⁻¹` lies between `a / (a + s)` and `b / (b + s)`. -/
theorem stretch_qFactor_bounds {X : Matrix m n ℂ} {s a b : ℝ} {R : Matrix n n ℂ}
    (h : IsShiftedCholesky X s R) (hs : 0 < s) (ha : 0 ≤ a)
    (hX : ∀ w, a * sqNorm w ≤ sqNorm (X *ᵥ w) ∧ sqNorm (X *ᵥ w) ≤ b * sqNorm w)
    {v : n → ℂ} (hv : v ≠ 0) :
    a / (a + s) ≤ stretch (qFactor X R) v ∧ stretch (qFactor X R) v ≤ b / (b + s) := by
  have hp := sqNorm_pos hv
  have hb : 0 ≤ b := by
    by_contra hneg
    have h1 := mul_neg_of_neg_of_pos (not_le.mp hneg) hp
    have h2 : 0 ≤ sqNorm (X *ᵥ v) := Finset.sum_nonneg fun _ _ => sq_nonneg _
    linarith [(hX v).2]
  unfold stretch
  constructor
  · rw [div_le_div_iff₀ (by linarith) hp]
    linarith [sqNorm_qFactor_lower h hs (fun w => (hX w).1) v]
  · -- the upper bound on X, applied to R⁻¹ v
    have hx : sqNorm (qFactor X R *ᵥ v) ≤ b * sqNorm (R⁻¹ *ᵥ v) := by
      have := (hX (R⁻¹ *ᵥ v)).2
      rwa [Matrix.mulVec_mulVec] at this
    rw [div_le_div_iff₀ hp (by linarith), ← sqNorm_defect h hs v]
    nlinarith [mul_le_mul_of_nonneg_left hx hs.le]
```

Without $b$, the loss identity still gives $\|Qv\|^2\le\|v\|^2$.

Both fractions are exact where $X$ attains its bounds. If $\|Xw\|^2=c\|w\|^2$ with $w\neq0$, then $Q(Rw)=Xw$ and $\|Rw\|^2=(c+s)\|w\|^2$, so the squared stretch of $Q$ along $Rw$ is $c/(c+s)$.

```lean
/-- If `X` stretches a nonzero `w` by the squared factor `c`, then `Q` stretches `R w` by the
squared factor `c / (c + s)`. -/
theorem stretch_qFactor_eq {X : Matrix m n ℂ} {s c : ℝ} {R : Matrix n n ℂ}
    (h : IsShiftedCholesky X s R) (hs : 0 < s) {w : n → ℂ} (hw : w ≠ 0)
    (hc : sqNorm (X *ᵥ w) = c * sqNorm w) :
    stretch (qFactor X R) (R *ᵥ w) = c / (c + s) := by
  have hQ : qFactor X R *ᵥ (R *ᵥ w) = X *ᵥ w := by
    rw [qFactor, Matrix.mulVec_mulVec, Matrix.mul_assoc,
      Matrix.nonsing_inv_mul R (isUnit_det_factor h hs), Matrix.mul_one]
  rw [stretch, hQ, sqNorm_factor h, hc, ← add_mul, mul_div_mul_right _ _ (sqNorm_pos hw).ne']
```

## The lower bound $a$ is strictly positive

Now the columns of $X$ are linearly independent. For unit vectors $u$ and $v$, the loss identity gives $\|Qu\|^2\le1$, and the lower estimate gives $\|Qv\|^2\ge a/(a+s)>0$. Therefore
$$\frac{\|Qu\|^2}{\|Qv\|^2}\le\frac{a+s}{a}=1+\frac sa.$$
The squared condition number is the largest such ratio; Lean states the bound for every pair, without using $b$.

```lean
/-- The squared condition number of `Q` is at most `1 + s / a`: no two unit vectors have
images whose squared lengths differ by a larger factor, and no unit vector is sent to zero. -/
theorem sq_condition_le {X : Matrix m n ℂ} {s a : ℝ} {R : Matrix n n ℂ}
    (h : IsShiftedCholesky X s R) (hs : 0 < s) (ha : 0 < a)
    (hX : ∀ w, a * sqNorm w ≤ sqNorm (X *ᵥ w))
    {u v : n → ℂ} (hu : sqNorm u = 1) (hv : sqNorm v = 1) :
    0 < sqNorm (qFactor X R *ᵥ v) ∧
      sqNorm (qFactor X R *ᵥ u) / sqNorm (qFactor X R *ᵥ v) ≤ 1 + s / a := by
  have hl := sqNorm_qFactor_lower h hs hX v
  rw [hv, mul_one] at hl
  have hy : 0 < sqNorm (qFactor X R *ᵥ v) :=
    pos_of_mul_pos_right (lt_of_lt_of_le ha hl) (by linarith)
  -- Q never lengthens a vector
  have hx : sqNorm (qFactor X R *ᵥ u) ≤ 1 := by
    have hd := sqNorm_defect h hs u
    have hn : 0 ≤ sqNorm (R⁻¹ *ᵥ u) := Finset.sum_nonneg fun _ _ => sq_nonneg _
    linarith [mul_nonneg hs.le hn]
  refine ⟨hy, ?_⟩
  have e : 1 + s / a = (a + s) / a := by field_simp
  rw [e, div_le_div_iff₀ hy ha]
  linarith [mul_le_mul_of_nonneg_right hx ha.le]
```

The proof combines `sqNorm_qFactor_lower` for $v$ with `sqNorm_defect` for $u$. If $Xw=0$ for some $w\ne0$, then $Q$ annihilates $Rw\neq0$, and the ratio is undefined for $v$ along $Rw$.

## A $2\times2$ instance with shift 3

Take
$$X=\begin{pmatrix}1&4\\0&1\end{pmatrix},\quad R=\begin{pmatrix}2&2\\0&4\end{pmatrix},\quad R^\dagger R=\begin{pmatrix}4&4\\4&20\end{pmatrix}=X^\dagger X+3\cdot1.$$
Then
$$Q=XR^{-1}=\begin{pmatrix}1/2&3/4\\0&1/4\end{pmatrix},$$
whose columns have squared lengths $1/4$ and $5/8$. With $a=1/20$ and $b=18$, the permitted range is $[1/61,\,6/7]$, and the squared condition number is at most $61$. From the eigenvalues $9\pm\sqrt{80}$ of $X^\dagger X$, its actual value is about $47$, against $322$ for $X$.

Lean checks the factorization entry by entry. It obtains the bounds on $X$ by completing squares in the real and imaginary parts; for real $w=(x,y)$, the upper one is $18\|w\|^2-\|Xw\|^2=(y-4x)^2+x^2\ge0$.

```lean
/-- An explicit non-diagonal pair `X`, `R` with shift 3, where the squared stretch of `X`
lies between 1/20 and 18. -/
theorem shiftedCholesky_witness :
    IsShiftedCholesky !![1, 4; 0, 1] 3 !![2, 2; 0, 4] ∧
    ∀ w : Fin 2 → ℂ, 1 / 20 * sqNorm w ≤ sqNorm (!![1, 4; 0, 1] *ᵥ w) ∧
      sqNorm (!![1, 4; 0, 1] *ᵥ w) ≤ 18 * sqNorm w := by
  constructor
  · have h2 : (starRingEnd ℂ) 2 = 2 := Complex.conj_eq_iff_im.mpr (by simp)
    have h4 : (starRingEnd ℂ) 4 = 4 := Complex.conj_eq_iff_im.mpr (by simp)
    unfold IsShiftedCholesky
    ext i j
    fin_cases i <;> fin_cases j <;>
      simp [Matrix.mul_apply, Fin.sum_univ_succ, h2, h4] <;> norm_num
  · intro w
    have e1 : sqNorm w = (w 0).re ^ 2 + (w 0).im ^ 2 + ((w 1).re ^ 2 + (w 1).im ^ 2) := by
      simp only [sqNorm, Fin.sum_univ_two, Complex.sq_norm, Complex.normSq_apply]
      ring
    have e2 : sqNorm (!![1, 4; 0, 1] *ᵥ w) = ((w 0).re + 4 * (w 1).re) ^ 2
        + ((w 0).im + 4 * (w 1).im) ^ 2 + ((w 1).re ^ 2 + (w 1).im ^ 2) := by
      simp [sqNorm, Fin.sum_univ_two, Matrix.mulVec, dotProduct, Complex.sq_norm,
        Complex.normSq_apply]
      ring
    rw [e1, e2]
    constructor
    · nlinarith [sq_nonneg (19 * (w 0).re + 80 * (w 1).re), sq_nonneg (w 1).re,
        sq_nonneg (19 * (w 0).im + 80 * (w 1).im), sq_nonneg (w 1).im]
    · nlinarith [sq_nonneg ((w 1).re - 4 * (w 0).re), sq_nonneg (w 0).re,
        sq_nonneg ((w 1).im - 4 * (w 0).im), sq_nonneg (w 0).im]

end

end ShiftedCholeskyQR
```

```lean
#print axioms ShiftedCholeskyQR.stretch_qFactor_bounds
#print axioms ShiftedCholeskyQR.stretch_qFactor_eq
#print axioms ShiftedCholeskyQR.sq_condition_le
```

```
'ShiftedCholeskyQR.stretch_qFactor_bounds' depends on axioms: [propext, Classical.choice, Quot.sound]
'ShiftedCholeskyQR.stretch_qFactor_eq' depends on axioms: [propext, Classical.choice, Quot.sound]
'ShiftedCholeskyQR.sq_condition_le' depends on axioms: [propext, Classical.choice, Quot.sound]
```
